# A second-order error bound for the Berry curvature dipole response in a one-dimensional relaxation-time model

Let k be the crystal momentum along an electric field, in units where the Brillouin zone has length 2π. All functions of k are real, a prime means d/dk, and ∫ without limits runs over one period, from 0 to 2π. The equilibrium occupation is f0, the occupation in the steady driven state is f, and the Berry curvature of the band is Ω. The norm carries no factor 1/(2π):

‖g‖ = √(∫ g²).

The driven occupation obeys the steady Boltzmann equation with a single relaxation time,

a f' = f − f0.

The real parameter a is the field times the relaxation time, with charge, ħ and lattice constant absorbed. For electrons of charge −e in a field E, a has the sign of E. The relaxation time stands for all scattering and is the same at every k.

The curvature-weighted response is ∫Ωf, and the Berry curvature dipole is ∫Ω'f0. Since the anomalous velocity already carries one factor of the field, a term of first order in a in ∫Ωf gives a transverse current of second order in the field. This is the dipole contribution to the nonlinear Hall effect, here for one non-interacting band on a one-dimensional cut.

## The dipole term and its remainder

Let f be C¹, Ω be C², and both be 2π-periodic. Then f0 = f − a f' is continuous and periodic as well, and for every real a

‖f‖ ≤ ‖f0‖,

|∫Ωf − ∫Ωf0 + a∫Ω'f0| ≤ a² ‖Ω''‖ ‖f0‖.

For periodic C¹ functions u and v, integration by parts leaves no boundary term:

∫u v' = u(2π)v(2π) − u(0)v(0) − ∫u'v = −∫u'v.

With u = v = f this gives ∫f f' = 0. Squaring f0 = f − a f' and integrating, we find

‖f0‖² = ‖f‖² − 2a∫f f' + a²‖f'‖² = ‖f‖² + a²‖f'‖² ≥ ‖f‖²,

which is the first inequality. Next, multiply the kinetic equation by a periodic C¹ function g and integrate:

∫g f0 = ∫g f − a∫g f' = ∫g f + a∫g'f.

The choices g = Ω and g = Ω' give

∫Ωf0 = ∫Ωf + a∫Ω'f,

∫Ω'f0 = ∫Ω'f + a∫Ω''f.

Substituting both, the terms in ∫Ωf and ∫Ω'f cancel, and an exact remainder is left:

∫Ωf − ∫Ωf0 + a∫Ω'f0 = a²∫Ω''f.

To estimate it, note that for continuous u, v and every real t

0 ≤ ∫(t u + v)² = t²‖u‖² + 2t∫uv + ‖v‖².

A quadratic polynomial that is never negative has discriminant at most zero, so 4(∫uv)² ≤ 4‖u‖²‖v‖². If ‖u‖ = 0, the polynomial is linear in t and ∫uv must vanish, so the inequality still holds. Therefore

|a²∫Ω''f| ≤ a²‖Ω''‖‖f‖ ≤ a²‖Ω''‖‖f0‖.

The first of the two identities for Ω invites a misreading. Its dipole is weighted by f, not by f0. Replacing one by the other would make the response exactly linear in a, and the second identity is what measures the difference.

## Parity and a cosine occupation

Let u be odd, v even, and both periodic. Their product w is odd and periodic, so

∫₀^{2π} w(k) dk = ∫₋₂π^0 w(−k) dk = −∫₋₂π^0 w(k) dk = −∫₀^{2π} w(k) dk,

and the integral is zero. If Ω is even, differentiating Ω(−k) = Ω(k) gives −Ω'(−k) = Ω'(k), so Ω' is odd. With f0 even, the dipole vanishes. If instead Ω is odd and f0 even, it is ∫Ωf0 that vanishes, and the response is −a∫Ω'f0 up to an error within the same bound. Inversion symmetry makes the curvature even and time reversal makes it odd, provided that the cut is mapped to itself.

For f0 = cos k a solution is

f = (cos k − a sin k)/(1 + a²), f' = (−sin k − a cos k)/(1 + a²),

because f − a f' = (1 + a²) cos k/(1 + a²) = cos k. Since cos k runs from −1 to 1, it is not itself an occupation. It is proportional to the k-dependent part of one, such as (1 + cos k)/2, for which the dipole and the response below are halved. Take Ω = sin k and write S = ∫sin k f and C = ∫cos k f. The relation for g = sin and g = cos gives

0 = S + aC, π = C − aS,

so S = −aπ/(1 + a²), while the dipole is ∫cos² k = π. The response is approximately linear only for small a. Its deviation from −aπ is a³π/(1 + a²), which is of third order, so the general bound, here a²π, is not sharp in this example.

## The kinetic equation and the response integrals in Lean

```lean
import Mathlib

open scoped Real

namespace BerryDipoleResponse

noncomputable section
```

The kinetic equation is a proposition about three objects: the number `a` and two functions on the real line. Periodicity is a separate hypothesis, `Function.Periodic f (2 * π)`, so momentum is a real variable and not a point on a circle.

```lean
/-- The steady Boltzmann equation in the relaxation-time approximation; `a` is the field times
the relaxation time, `f0` the equilibrium occupation and `f` the driven one. -/
def SteadyBoltzmann (a : ℝ) (f f0 : ℝ → ℝ) : Prop :=
  ∀ k, a * deriv f k = f k - f0 k
```

The response omits the prefactors of a current. In the proofs `hallResponse` also serves as the plain integral of a product of any two functions.

```lean
/-- The integral over one period of the Berry curvature `Ω` weighted by the occupation `f`. -/
def hallResponse (Ω f : ℝ → ℝ) : ℝ := ∫ k in (0 : ℝ)..(2 * π), Ω k * f k

/-- The Berry curvature dipole: the integral over one period of the slope of the curvature `Ω`
weighted by the occupation `f0`. -/
def berryDipole (Ω f0 : ℝ → ℝ) : ℝ := hallResponse (deriv Ω) f0

/-- The root of the integral of `g ^ 2` over one period. -/
def l2Norm (g : ℝ → ℝ) : ℝ := √(∫ k in (0 : ℝ)..(2 * π), g k ^ 2)
```

Nothing restricts occupations to values between 0 and 1. The existence of `f` for a given `f0` is assumed in the general theorems. Because `f` is required to be C¹, a sharp zero-temperature Fermi step is excluded for `f0`.

## Cauchy–Schwarz and the norm of the driven occupation

The first lemma expands the integral of (t u + v)². Continuity makes each term integrable.

```lean
lemma integral_sq_combination {u v : ℝ → ℝ} (hu : Continuous u) (hv : Continuous v) (t : ℝ) :
    ∫ k in (0 : ℝ)..(2 * π), (t * u k + v k) ^ 2 =
      t ^ 2 * (∫ k in (0 : ℝ)..(2 * π), u k ^ 2) + 2 * t * hallResponse u v
        + ∫ k in (0 : ℝ)..(2 * π), v k ^ 2 := by
  have h1 : IntervalIntegrable (fun k => t ^ 2 * u k ^ 2) MeasureTheory.volume 0 (2 * π) :=
    Continuous.intervalIntegrable (by fun_prop) _ _
  have h2 : IntervalIntegrable (fun k => 2 * t * (u k * v k)) MeasureTheory.volume 0 (2 * π) :=
    Continuous.intervalIntegrable (by fun_prop) _ _
  have h12 : IntervalIntegrable (fun k => t ^ 2 * u k ^ 2 + 2 * t * (u k * v k))
      MeasureTheory.volume 0 (2 * π) := Continuous.intervalIntegrable (by fun_prop) _ _
  have h3 : IntervalIntegrable (fun k => v k ^ 2) MeasureTheory.volume 0 (2 * π) :=
    Continuous.intervalIntegrable (by fun_prop) _ _
  have e : (fun k => (t * u k + v k) ^ 2) =
      fun k => t ^ 2 * u k ^ 2 + 2 * t * (u k * v k) + v k ^ 2 := by
    funext k; ring
  rw [e, intervalIntegral.integral_add h12 h3, intervalIntegral.integral_add h1 h2,
    intervalIntegral.integral_const_mul, intervalIntegral.integral_const_mul, hallResponse]
```

`discrim_le_zero` turns the nonnegative quadratic into the discriminant inequality, and a square root finishes the estimate.

```lean
/-- Cauchy–Schwarz inequality for the curvature-weighted integral over a period. -/
theorem abs_hallResponse_le {u v : ℝ → ℝ} (hu : Continuous u) (hv : Continuous v) :
    |hallResponse u v| ≤ l2Norm u * l2Norm v := by
  have pos : ∀ g : ℝ → ℝ, 0 ≤ ∫ k in (0 : ℝ)..(2 * π), g k ^ 2 := fun g =>
    intervalIntegral.integral_nonneg (by positivity) (fun k _ => sq_nonneg (g k))
  -- the squared norm of `t u + v` is a nonnegative quadratic polynomial in `t`
  have hd := discrim_le_zero (a := ∫ k in (0 : ℝ)..(2 * π), u k ^ 2)
    (b := 2 * hallResponse u v) (c := ∫ k in (0 : ℝ)..(2 * π), v k ^ 2) (fun t => by
      have h := pos (fun k => t * u k + v k)
      rw [integral_sq_combination hu hv t] at h
      linarith)
  unfold discrim at hd
  unfold l2Norm
  rw [← Real.sqrt_mul (pos u)]
  exact Real.abs_le_sqrt (by linarith)
```

In the integration by parts, `pu.eq` and `pv.eq` identify the values at 2π with those at 0, which cancels the boundary terms.

```lean
/-- Integration by parts over a full period has no boundary term. -/
theorem hallResponse_deriv {u v : ℝ → ℝ} (hu : ContDiff ℝ 1 u) (hv : ContDiff ℝ 1 v)
    (pu : Function.Periodic u (2 * π)) (pv : Function.Periodic v (2 * π)) :
    hallResponse u (deriv v) = -hallResponse (deriv u) v := by
  obtain ⟨du, cu⟩ := contDiff_one_iff_deriv.1 hu
  obtain ⟨dv, cv⟩ := contDiff_one_iff_deriv.1 hv
  have h := intervalIntegral.integral_mul_deriv_eq_deriv_mul (a := 0) (b := 2 * π)
    (fun x _ => (du x).hasDerivAt) (fun x _ => (dv x).hasDerivAt)
    (cu.intervalIntegrable _ _) (cv.intervalIntegrable _ _)
  rw [pu.eq, pv.eq] at h
  unfold hallResponse
  linarith
```

For the norm inequality, `f0` is rewritten as −a f' + f and the expansion is applied with t = −a. The cross term `hz` is zero because it equals its own negative.

```lean
/-- The driven occupation has at most the L² norm of the equilibrium occupation. -/
theorem l2Norm_le_equilibrium {a : ℝ} {f f0 : ℝ → ℝ} (hf : ContDiff ℝ 1 f)
    (pf : Function.Periodic f (2 * π)) (h : SteadyBoltzmann a f f0) :
    l2Norm f ≤ l2Norm f0 := by
  have cf := (contDiff_one_iff_deriv.1 hf).2
  have e : f0 = fun k => -a * deriv f k + f k := by
    funext k; linear_combination h k
  -- the cross term is the integral of a total derivative
  have hb := hallResponse_deriv hf hf pf pf
  have hc : hallResponse f (deriv f) = hallResponse (deriv f) f := by
    unfold hallResponse; congr 1; funext k; ring
  have hz : hallResponse (deriv f) f = 0 := by linarith
  have hp : 0 ≤ ∫ k in (0 : ℝ)..(2 * π), deriv f k ^ 2 :=
    intervalIntegral.integral_nonneg (by positivity) (fun k _ => sq_nonneg (deriv f k))
  unfold l2Norm
  apply Real.sqrt_le_sqrt
  rw [e, integral_sq_combination cf hf.continuous (-a), hz]
  nlinarith [mul_nonneg (sq_nonneg a) hp]
```

## The bound on the dipole approximation

The next theorem is the kinetic equation integrated against g. It needs no separate hypothesis on `f0`, which the equation determines from `f`.

```lean
/-- The kinetic equation integrated against a periodic function `g`. -/
theorem moment_relation {a : ℝ} {f f0 g : ℝ → ℝ} (hf : ContDiff ℝ 1 f) (hg : ContDiff ℝ 1 g)
    (pf : Function.Periodic f (2 * π)) (pg : Function.Periodic g (2 * π))
    (h : SteadyBoltzmann a f f0) :
    hallResponse g f0 = hallResponse g f + a * hallResponse (deriv g) f := by
  have cf := (contDiff_one_iff_deriv.1 hf).2
  have c0 := hf.continuous
  have cg := hg.continuous
  have hb := hallResponse_deriv hg hf pg pf
  have h1 : IntervalIntegrable (fun k => g k * f k) MeasureTheory.volume 0 (2 * π) :=
    Continuous.intervalIntegrable (by fun_prop) _ _
  have h2 : IntervalIntegrable (fun k => a * (g k * deriv f k)) MeasureTheory.volume 0 (2 * π) :=
    Continuous.intervalIntegrable (continuous_const.mul (cg.mul cf)) _ _
  have e : (fun k => g k * f0 k) = fun k => g k * f k - a * (g k * deriv f k) := by
    funext k; linear_combination g k * h k
  unfold hallResponse at hb ⊢
  rw [e, intervalIntegral.integral_sub h1 h2, intervalIntegral.integral_const_mul, hb]
  ring
```

To use it with g = Ω', the derivative of a periodic function must be periodic.

```lean
lemma periodic_deriv {g : ℝ → ℝ} (pg : Function.Periodic g (2 * π)) :
    Function.Periodic (deriv g) (2 * π) := by
  intro k
  have e : (fun x => g (x + 2 * π)) = g := funext pg
  have h := deriv_comp_add_const g (2 * π) k
  rw [e] at h
  exact h.symm
```

The main theorem has the hypotheses of the derivation: `f` is C¹, `Ω` is C², both are periodic, and the kinetic equation holds. The two relations `m1` and `m2` are those for Ω and Ω'. Substituting them gives the exact remainder `e`, which is then bounded by Cauchy–Schwarz and the norm inequality.

```lean
/-- The curvature-weighted response equals its equilibrium value minus `a` times the Berry
curvature dipole, up to an error of at most `a ^ 2 ‖Ω''‖ ‖f0‖`. -/
theorem dipole_response_bound {a : ℝ} {f f0 Ω : ℝ → ℝ} (hf : ContDiff ℝ 1 f)
    (hΩ : ContDiff ℝ 2 Ω) (pf : Function.Periodic f (2 * π))
    (pΩ : Function.Periodic Ω (2 * π)) (h : SteadyBoltzmann a f f0) :
    |hallResponse Ω f - hallResponse Ω f0 + a * berryDipole Ω f0| ≤
      a ^ 2 * l2Norm (deriv (deriv Ω)) * l2Norm f0 := by
  have h2 : ContDiff ℝ (1 + 1) Ω := by rw [one_add_one_eq_two]; exact hΩ
  have hd : ContDiff ℝ 1 (deriv Ω) := (contDiff_succ_iff_deriv.1 h2).2.2
  have m1 := moment_relation hf (hΩ.of_le (by norm_num)) pf pΩ h
  have m2 := moment_relation hf hd pf (periodic_deriv pΩ) h
  -- the exact remainder carries a factor `a ^ 2`
  have e : hallResponse Ω f - hallResponse Ω f0 + a * berryDipole Ω f0 =
      a ^ 2 * hallResponse (deriv (deriv Ω)) f := by
    unfold berryDipole
    rw [m1, m2]; ring
  rw [e, abs_mul, abs_of_nonneg (sq_nonneg a), mul_assoc]
  apply mul_le_mul_of_nonneg_left _ (sq_nonneg a)
  exact (abs_hallResponse_le (contDiff_one_iff_deriv.1 hd).2 hf.continuous).trans
    (mul_le_mul_of_nonneg_left (l2Norm_le_equilibrium hf pf h) (Real.sqrt_nonneg _))
```

## Even and odd curvature

The parity lemma combines the reflection k → −k with a shift of the integration interval by one period.

```lean
lemma hallResponse_odd_even {u v : ℝ → ℝ} (pu : Function.Periodic u (2 * π))
    (pv : Function.Periodic v (2 * π)) (ou : ∀ k, u (-k) = -u k) (ev : ∀ k, v (-k) = v k) :
    hallResponse u v = 0 := by
  have h1 := intervalIntegral.integral_comp_neg (a := 0) (b := 2 * π) (fun k => u k * v k)
  have h2 := (pu.mul pv).intervalIntegral_add_eq (-(2 * π)) 0
  simp only [Pi.mul_apply, neg_add_cancel, zero_add] at h2
  simp only [ou, ev, neg_mul, intervalIntegral.integral_neg, neg_zero] at h1
  unfold hallResponse
  linarith
```

The vanishing of the dipole involves only `Ω` and `f0`, not the kinetic equation. No smoothness is assumed here. Lean's `deriv` is zero where a function has no derivative, so the physical reading applies to differentiable curvature.

```lean
/-- The Berry curvature dipole vanishes if curvature and equilibrium occupation are both even. -/
theorem berryDipole_eq_zero_of_even {Ω f0 : ℝ → ℝ} (pΩ : Function.Periodic Ω (2 * π))
    (p0 : Function.Periodic f0 (2 * π)) (eΩ : ∀ k, Ω (-k) = Ω k)
    (e0 : ∀ k, f0 (-k) = f0 k) : berryDipole Ω f0 = 0 := by
  refine hallResponse_odd_even (periodic_deriv pΩ) p0 (fun k => ?_) e0
  have e : (fun x => Ω (-x)) = Ω := funext eΩ
  have h := deriv_comp_neg Ω k
  rw [e] at h
  linarith
```

For odd curvature the equilibrium term drops out of the main bound.

```lean
/-- For odd curvature and even equilibrium occupation, the response equals `-a` times the
dipole up to an error of at most `a ^ 2 ‖Ω''‖ ‖f0‖`. -/
theorem response_of_odd_curvature {a : ℝ} {f f0 Ω : ℝ → ℝ} (hf : ContDiff ℝ 1 f)
    (hΩ : ContDiff ℝ 2 Ω) (pf : Function.Periodic f (2 * π))
    (p0 : Function.Periodic f0 (2 * π)) (pΩ : Function.Periodic Ω (2 * π))
    (h : SteadyBoltzmann a f f0) (oΩ : ∀ k, Ω (-k) = -Ω k) (e0 : ∀ k, f0 (-k) = f0 k) :
    |hallResponse Ω f + a * berryDipole Ω f0| ≤
      a ^ 2 * l2Norm (deriv (deriv Ω)) * l2Norm f0 := by
  have hb := dipole_response_bound hf hΩ pf pΩ h
  rwa [hallResponse_odd_even pΩ p0 oΩ e0, sub_zero] at hb
```

## The cosine solution at every field

The explicit state is defined for all real `a`, and the theorem after it verifies that it is C¹, periodic and a solution of the kinetic equation.

```lean
/-- A cosine occupation shifted and damped by the field parameter `a`. -/
def cosineState (a k : ℝ) : ℝ := (Real.cos k - a * Real.sin k) / (1 + a ^ 2)

/-- The state `cosineState a` is C¹, periodic and solves the steady Boltzmann equation with
equilibrium occupation `cos`. -/
theorem cosineState_witness (a : ℝ) : ContDiff ℝ 1 (cosineState a) ∧
    Function.Periodic (cosineState a) (2 * π) ∧
    SteadyBoltzmann a (cosineState a) Real.cos := by
  refine ⟨(Real.contDiff_cos.sub (contDiff_const.mul Real.contDiff_sin)).div_const (1 + a ^ 2),
    fun k => by simp only [cosineState, Real.cos_add_two_pi, Real.sin_add_two_pi], fun k => ?_⟩
  have hd : HasDerivAt (cosineState a) ((-Real.sin k - a * Real.cos k) / (1 + a ^ 2)) k :=
    ((Real.hasDerivAt_cos k).sub ((Real.hasDerivAt_sin k).const_mul a)).div_const (1 + a ^ 2)
  have h0 : 1 + a ^ 2 ≠ 0 := by positivity
  rw [hd.deriv, cosineState]
  field_simp
  ring
```

The last theorem evaluates the dipole and the full response. Here `e1` and `e2` are the two linear equations for S and C, and the final `linear_combination` eliminates C. The closed form can serve as a check on a numerical Boltzmann solver for this one-band, constant-relaxation-time model.

```lean
/-- For curvature `sin` and equilibrium occupation `cos` the dipole is `π`, and the response
at any field is `-a π / (1 + a ^ 2)`. -/
theorem cosineState_response (a : ℝ) : berryDipole Real.sin Real.cos = π ∧
    hallResponse Real.sin (cosineState a) = -(a * π) / (1 + a ^ 2) := by
  obtain ⟨hf, pf, h⟩ := cosineState_witness a
  have hcc : hallResponse Real.cos Real.cos = π := by
    have e : (fun k => Real.cos k * Real.cos k) = fun k => Real.cos k ^ 2 := by
      funext k; ring
    rw [hallResponse, e, integral_cos_sq, Real.sin_two_pi, Real.sin_zero]
    ring
  have hsc : hallResponse Real.sin Real.cos = 0 :=
    hallResponse_odd_even Real.sin_periodic Real.cos_periodic Real.sin_neg Real.cos_neg
  have hn : hallResponse (deriv Real.cos) (cosineState a) =
      -hallResponse Real.sin (cosineState a) := by
    unfold hallResponse
    rw [← intervalIntegral.integral_neg]
    congr 1; funext k
    rw [Real.deriv_cos]; ring
  -- the sine and cosine moments obey two linear equations
  have e1 := moment_relation hf Real.contDiff_sin pf Real.sin_periodic h
  have e2 := moment_relation hf Real.contDiff_cos pf Real.cos_periodic h
  rw [hsc, Real.deriv_sin] at e1
  rw [hcc, hn] at e2
  refine ⟨by rw [berryDipole, Real.deriv_sin, hcc], ?_⟩
  have h0 : 1 + a ^ 2 ≠ 0 := by positivity
  rw [eq_div_iff h0]
  linear_combination a * e2 - e1

end

end BerryDipoleResponse
```

```lean
#print axioms BerryDipoleResponse.dipole_response_bound
#print axioms BerryDipoleResponse.berryDipole_eq_zero_of_even
#print axioms BerryDipoleResponse.response_of_odd_curvature
#print axioms BerryDipoleResponse.cosineState_response
```

```
'BerryDipoleResponse.dipole_response_bound' depends on axioms: [propext, Classical.choice, Quot.sound]
'BerryDipoleResponse.berryDipole_eq_zero_of_even' depends on axioms: [propext, Classical.choice, Quot.sound]
'BerryDipoleResponse.response_of_odd_curvature' depends on axioms: [propext, Classical.choice, Quot.sound]
'BerryDipoleResponse.cosineState_response' depends on axioms: [propext, Classical.choice, Quot.sound]
```
